# Line strengths of a spin I: factored form, mirror symmetry and the sum (2/3)I(I+1)(2I+1)

For a spin $I = s/2$, with $s$ a natural number, the strength of the line $m \to m+1$ is taken to be the squared matrix element $|\langle m+1|I_+|m\rangle|^2$, with $I_+$ in units of $\hbar$. It equals

$$S(m) = I(I+1) - m(m+1) = (I-m)(I+m+1), \qquad m = -I, \dots, I-1.$$

The strengths are unchanged under $m \to -m-1$, and those of the $2I$ lines add up to

$$\sum_{m=-I}^{I-1} S(m) = \tfrac{2}{3}\, I(I+1)(2I+1).$$

Spin 3/2 gives 3:4:3 with sum 10, and spin 5/2 gives 5:8:9:8:5 with sum 35.

## Spin matrices and quadrupolar intensities in a code

A magnetic resonance code that builds $I_+$ for arbitrary spin fills one off-diagonal with $\sqrt{S(m)}$. The sum rule then fixes $\mathrm{Tr}(I_-I_+)$, and comparing the computed trace with this value can reveal a wrong scale or a shifted index. It does not reveal entries placed in the wrong order or on the wrong side of the diagonal, since these leave the trace unchanged. If the column for level $m$ receives $\sqrt{S(m-1)}$ instead, spin 3/2 gets the squared entries 0, 3, 4, and the trace is 7 instead of 10.

The same numbers are the relative integrated intensities of the first-order quadrupolar-split spectrum of a single isolated spin, in the high-temperature limit and with uniform excitation of all lines.

## From the factored strength to the sum

Number the levels from the bottom, $m_k = k - s/2$ with $k = 0, \dots, s$. Line $k$ joins level $k$ to level $k+1$, so $k = 0, \dots, s-1$.

**Factored form.** Expanding gives $(I-m)(I+m+1) = I^2 + I - m^2 - m = S(m)$. Since $I - m_k = s-k$ and $I + m_k + 1 = k+1$,

$$S(m_k) = (k+1)(s-k).$$

**Reflection.** Lines $j$ and $k$ lie at equal distance from the two ends when $j+k+1 = s$. Then $m_j = s-1-k-s/2 = -m_k-1$. The product $m(m+1)$ becomes $(-m-1)(-m) = m(m+1)$, so the strengths agree.

**Operators.** Let $(I_+)_{ij} = \sqrt{S(m_j)}$ if $i = j+1$ and zero otherwise, let $I_- = I_+^T$, and let $I_z$ be diagonal with entries $m_k$. In

$$(I_-I_+)_{ij} = \sum_l (I_+)_{li}(I_+)_{lj}$$

a term survives only if $l = i+1 = j+1$. The product is therefore diagonal with entries $S(m_i)$. At the top level no such $l$ exists, and the formula agrees because $S(m_s) = (s+1)\cdot 0 = 0$. In the same way $I_+I_-$ is diagonal with entries $S(m_i-1) = i(s-i+1)$, which vanishes at the bottom level. Hence

$$[I_z,I_+]_{ij} = (m_i-m_j)(I_+)_{ij} = (I_+)_{ij},$$

$$S(m-1)-S(m) = m(m+1)-m(m-1) = 2m,$$

and the second line says that $[I_+,I_-] = 2I_z$.

**Sum.** The first $n$ lines add up to

$$P_n = \frac{n(n+1)(3s-2n+2)}{6}.$$

This holds for $n=0$. Adding line $n$ gives

$$P_n + (n+1)(s-n) = \frac{n+1}{6}\left(3sn - 2n^2 - 4n + 6s\right) = \frac{(n+1)(n+2)(3s-2n)}{6} = P_{n+1}.$$

At $n=s$ the result is $s(s+1)(s+2)/6$, which equals $\tfrac23 I(I+1)(2I+1)$ for $I=s/2$. The trace of $I_-I_+$ has one further term, the zero from the top level, and so has the same value.

**Largest strength.** Completing the square,

$$S(m) = (I+\tfrac12)^2 - (m+\tfrac12)^2 \le (I+\tfrac12)^2,$$

with equality exactly at $m=-\tfrac12$. This is a level only for half-integer $I$, where it belongs to the central transition. For integer $I \ge 1$ the two middle lines share the largest strength, $I(I+1)$.

## Definitions and proofs in Lean

```lean
import Mathlib

open Matrix

namespace SpinLineStrengths

noncomputable section

/-- The magnetic quantum number `m = k - s/2` of level `k` of a spin `I = s/2`. -/
def mag (s k : ℕ) : ℝ := k - s / 2

/-- The strength `I(I+1) - m(m+1)` of the line `m → m+1`. -/
def lineStrength (I m : ℝ) : ℝ := I * (I + 1) - m * (m + 1)

/-- The operator `I_z` of a spin `s/2` in the basis of its levels. -/
def spinZ (s : ℕ) : Matrix (Fin (s + 1)) (Fin (s + 1)) ℝ :=
  Matrix.diagonal fun k => mag s (k : ℕ)

/-- The raising operator of a spin `s/2`, connecting each level to the next higher one
with amplitude the square root of the line strength. -/
def raising (s : ℕ) : Matrix (Fin (s + 1)) (Fin (s + 1)) ℝ :=
  Matrix.of fun i j =>
    if (i : ℕ) = (j : ℕ) + 1 then √(lineStrength (s / 2) (mag s (j : ℕ))) else 0

/-- The line strength factors as `(I - m)(I + m + 1)`. -/
theorem lineStrength_eq_mul (I m : ℝ) :
    lineStrength I m = (I - m) * (I + m + 1) := by
  unfold lineStrength
  ring

/-- Counted from the lowest level, line `k` of a spin `s/2` has strength `(k+1)(s-k)`. -/
theorem lineStrength_level (s k : ℕ) :
    lineStrength (s / 2) (mag s k) = ((k : ℝ) + 1) * (s - k) := by
  unfold lineStrength mag
  ring

/-- Lines at equal distance from the two ends of the spectrum have lower levels related by
`m → -m-1`, and they have equal strengths. -/
theorem line_reflection (s j k : ℕ) (h : j + k + 1 = s) :
    mag s j = -mag s k - 1 ∧
      lineStrength (s / 2) (mag s j) = lineStrength (s / 2) (mag s k) := by
  have hs : (s : ℝ) = j + k + 1 := by exact_mod_cast h.symm
  have hm : mag s j = -mag s k - 1 := by
    unfold mag
    linarith
  refine ⟨hm, ?_⟩
  rw [hm]
  unfold lineStrength
  ring

/-- The product `I₋ I₊` is diagonal, and its diagonal entry at level `m` is `I(I+1) - m(m+1)`. -/
theorem lowering_mul_raising (s : ℕ) :
    (raising s)ᵀ * raising s =
      Matrix.diagonal fun k : Fin (s + 1) => lineStrength (s / 2) (mag s (k : ℕ)) := by
  ext i j
  have hi := i.isLt
  rw [Matrix.mul_apply]
  by_cases hij : i = j
  · subst hij
    rw [Matrix.diagonal_apply_eq]
    by_cases his : (i : ℕ) < s
    · -- only the next higher level contributes
      have hpos : 0 ≤ lineStrength (s / 2) (mag s (i : ℕ)) := by
        rw [lineStrength_level]
        have h : ((i : ℕ) : ℝ) ≤ s := by exact_mod_cast his.le
        exact mul_nonneg (by positivity) (by linarith)
      rw [Finset.sum_eq_single (⟨(i : ℕ) + 1, by omega⟩ : Fin (s + 1))]
      · simp [raising, Real.mul_self_sqrt hpos]
      · intro l _ hl
        have h : (l : ℕ) ≠ (i : ℕ) + 1 := fun h => hl (Fin.ext h)
        simp [raising, h]
      · intro h
        exact absurd (Finset.mem_univ _) h
    · -- the top level is annihilated
      have hs : (i : ℕ) = s := by omega
      rw [Finset.sum_eq_zero]
      · rw [lineStrength_level, hs]
        ring
      · intro l _
        have hl := l.isLt
        have h : (l : ℕ) ≠ (i : ℕ) + 1 := by omega
        simp [raising, h]
  · rw [Matrix.diagonal_apply_ne _ hij]
    apply Finset.sum_eq_zero
    intro l _
    by_cases h : (l : ℕ) = (i : ℕ) + 1
    · have h' : (l : ℕ) ≠ (j : ℕ) + 1 := fun h' => hij (Fin.ext (by omega))
      have h0 : raising s l j = 0 := if_neg h'
      rw [h0, mul_zero]
    · have h0 : raising s l i = 0 := if_neg h
      rw [Matrix.transpose_apply, h0, zero_mul]

/-- The product `I₊ I₋` is diagonal, and its diagonal entry at level `m` is `I(I+1) - (m-1)m`. -/
theorem raising_mul_lowering (s : ℕ) :
    raising s * (raising s)ᵀ =
      Matrix.diagonal fun k : Fin (s + 1) => lineStrength (s / 2) (mag s (k : ℕ) - 1) := by
  ext i j
  have hi := i.isLt
  rw [Matrix.mul_apply]
  by_cases hij : i = j
  · subst hij
    rw [Matrix.diagonal_apply_eq]
    by_cases hz : (i : ℕ) = 0
    · -- the bottom level is annihilated
      rw [Finset.sum_eq_zero]
      · unfold lineStrength mag
        rw [hz]
        push_cast
        ring
      · intro l _
        have h0 : raising s i l = 0 := if_neg (by omega)
        rw [h0, zero_mul]
    · obtain ⟨k, hk⟩ : ∃ k, (i : ℕ) = k + 1 := ⟨(i : ℕ) - 1, by omega⟩
      have hm : mag s (i : ℕ) - 1 = mag s k := by
        unfold mag
        rw [hk]
        push_cast
        ring
      have hpos : 0 ≤ lineStrength (s / 2) (mag s k) := by
        rw [lineStrength_level]
        have h : (k : ℝ) ≤ s := by exact_mod_cast (by omega : k ≤ s)
        exact mul_nonneg (by positivity) (by linarith)
      rw [hm, Finset.sum_eq_single (⟨k, by omega⟩ : Fin (s + 1))]
      · have h0 : raising s i ⟨k, by omega⟩ = √(lineStrength (s / 2) (mag s k)) :=
          if_pos hk
        rw [Matrix.transpose_apply, h0, Real.mul_self_sqrt hpos]
      · intro l _ hl
        have h : (i : ℕ) ≠ (l : ℕ) + 1 := fun h =>
          hl (Fin.ext (by show (l : ℕ) = k; omega))
        have h0 : raising s i l = 0 := if_neg h
        rw [h0, zero_mul]
      · intro h
        exact absurd (Finset.mem_univ _) h
  · rw [Matrix.diagonal_apply_ne _ hij]
    apply Finset.sum_eq_zero
    intro l _
    by_cases h : (i : ℕ) = (l : ℕ) + 1
    · have h' : (j : ℕ) ≠ (l : ℕ) + 1 := fun h' => hij (Fin.ext (by omega))
      have h0 : raising s j l = 0 := if_neg h'
      rw [Matrix.transpose_apply, h0, mul_zero]
    · have h0 : raising s i l = 0 := if_neg h
      rw [h0, zero_mul]

/-- The matrices obey the spin commutation relations `[I_z, I₊] = I₊` and
`[I₊, I₋] = 2 I_z`. -/
theorem spin_commutators (s : ℕ) :
    spinZ s * raising s - raising s * spinZ s = raising s ∧
      raising s * (raising s)ᵀ - (raising s)ᵀ * raising s = (2 : ℝ) • spinZ s := by
  constructor
  · ext i j
    rw [Matrix.sub_apply, spinZ, Matrix.diagonal_mul, Matrix.mul_diagonal]
    by_cases h : (i : ℕ) = (j : ℕ) + 1
    · have hm : mag s (i : ℕ) = mag s (j : ℕ) + 1 := by
        unfold mag
        rw [h]
        push_cast
        ring
      rw [hm]
      ring
    · have h0 : raising s i j = 0 := if_neg h
      rw [h0]
      ring
  · rw [raising_mul_lowering, lowering_mul_raising, spinZ]
    ext i j
    by_cases hij : i = j
    · subst hij
      simp only [Matrix.sub_apply, Matrix.smul_apply, Matrix.diagonal_apply_eq, smul_eq_mul]
      unfold lineStrength
      ring
    · simp [Matrix.diagonal_apply_ne _ hij]

/-- Sum rule: the strengths of the `s` lines of a spin `I = s/2` add up to
`(2/3) I(I+1)(2I+1)`. -/
theorem sum_lineStrength (s : ℕ) :
    ∑ k ∈ Finset.range s, lineStrength (s / 2) (mag s k) =
      2 / 3 * ((s : ℝ) / 2) * ((s : ℝ) / 2 + 1) * (2 * ((s : ℝ) / 2) + 1) := by
  -- closed form for the first `n` lines
  have partialSum : ∀ n : ℕ, ∑ k ∈ Finset.range n, lineStrength (s / 2) (mag s k) =
      (n : ℝ) * (n + 1) * (3 * s - 2 * n + 2) / 6 := by
    intro n
    induction n with
    | zero => simp
    | succ n ih =>
      rw [Finset.sum_range_succ, ih, lineStrength_level]
      push_cast
      ring
  rw [partialSum s]
  ring

/-- The trace of `I₋ I₊` over all levels of a spin `I = s/2` is `(2/3) I(I+1)(2I+1)`. -/
theorem trace_lowering_mul_raising (s : ℕ) :
    Matrix.trace ((raising s)ᵀ * raising s) =
      2 / 3 * ((s : ℝ) / 2) * ((s : ℝ) / 2 + 1) * (2 * ((s : ℝ) / 2) + 1) := by
  rw [lowering_mul_raising, Matrix.trace_diagonal,
    Fin.sum_univ_eq_sum_range (fun k => lineStrength (s / 2) (mag s k)) (s + 1),
    Finset.sum_range_succ, sum_lineStrength, lineStrength_level]
  ring

/-- No line is stronger than `(I + 1/2)²`, and this value is reached exactly for
`m = -1/2`. -/
theorem lineStrength_le_central (I m : ℝ) :
    lineStrength I m ≤ (I + 1 / 2) ^ 2 ∧
      (lineStrength I m = (I + 1 / 2) ^ 2 ↔ m = -1 / 2) := by
  -- complete the square in `m`
  have key : lineStrength I m = (I + 1 / 2) ^ 2 - (m + 1 / 2) ^ 2 := by
    unfold lineStrength
    ring
  refine ⟨by rw [key]; linarith [sq_nonneg (m + 1 / 2)], fun h => ?_, fun h => ?_⟩
  · have h2 : (m + 1 / 2) ^ 2 = 0 := by linarith
    have h1 : m + 1 / 2 = 0 := pow_eq_zero_iff (two_ne_zero) |>.mp h2
    linarith
  · rw [key, h]
    ring

/-- The line strengths are `3:4:3` for spin 3/2 and `5:8:9:8:5` for spin 5/2. -/
theorem patterns :
    (fun k : Fin 3 => lineStrength (3 / 2) (mag 3 (k : ℕ))) = ![3, 4, 3] ∧
      (fun k : Fin 5 => lineStrength (5 / 2) (mag 5 (k : ℕ))) = ![5, 8, 9, 8, 5] := by
  constructor <;> funext k <;> fin_cases k <;> norm_num [lineStrength, mag]

end

end SpinLineStrengths
```

```lean
#print axioms SpinLineStrengths.spin_commutators
#print axioms SpinLineStrengths.sum_lineStrength
#print axioms SpinLineStrengths.lineStrength_le_central
#print axioms SpinLineStrengths.patterns
```

```
'SpinLineStrengths.spin_commutators' depends on axioms: [propext, Classical.choice, Quot.sound]
'SpinLineStrengths.sum_lineStrength' depends on axioms: [propext, Classical.choice, Quot.sound]
'SpinLineStrengths.lineStrength_le_central' depends on axioms: [propext, Classical.choice, Quot.sound]
'SpinLineStrengths.patterns' depends on axioms: [propext, Classical.choice, Quot.sound]
```

## How the Lean statements describe a spin

The natural number `s` is $2I$, so integer and half-integer spins are treated together. The function `mag s k` is $m_k$, computed in the real numbers, so neither the subtraction nor the division by two is truncated. `lineStrength I m` is $S(m)$ for arbitrary real arguments; the factorisation and the bound hold at that generality, whether or not $m$ is a level.

Matrix indices of type `Fin (s + 1)` run over the $2I+1$ levels, with $m=-I$ first. `spinZ s` is $I_z$ and `raising s` is $I_+$, in units of $\hbar$. Its entries are real, so the transpose is the adjoint, and `(raising s)ᵀ` is $I_-$. In `sum_lineStrength`, `Finset.range s` runs over the $s$ lines. For `s = 0` there is one level and no line, and both sides are zero.

The amplitudes $\sqrt{S(m)}$ enter as a definition; they are not derived from the commutation relations. `spin_commutators` shows that the matrices with these amplitudes satisfy the relations, which ties the definition to angular momentum. The theorems concern exact real numbers, so a floating-point matrix will meet them only up to rounding. Populations, pulse response, relaxation and second-order shifts are not modelled, and any of these that changes line intensities must be added before comparison with a measured spectrum.

Many codes put $m=+I$ first. With that ordering `mag` would be $s/2-k$ and the entries of $I_+$ would lie just above the diagonal instead of just below it. By the reflection symmetry they would appear in the same sequence, and the sum and the trace would keep their values.

## How the proofs follow the calculation

`lineStrength_eq_mul` and `lineStrength_level` are the two factored forms, each settled by unfolding definitions and `ring`. `line_reflection` takes $j+k+1=s$ as its hypothesis, derives $m_j=-m_k-1$, and substitutes it into the strength.

The longest proofs are `lowering_mul_raising` and `raising_mul_lowering`, which compare matrices entry by entry. On the diagonal, `Finset.sum_eq_single` picks out the one intermediate level that contributes, and `Real.mul_self_sqrt` turns the squared amplitude back into the strength. That last step needs the strength to be nonnegative, which follows from $(k+1)(s-k)$ with $k \le s$. The end level that the operator annihilates is a separate case. Off the diagonal, every term has a zero factor.

`spin_commutators` obtains the first relation from the difference of neighbouring $m$ values and the second by subtracting the two diagonal products. In `sum_lineStrength`, the internal statement `partialSum` is the formula for $P_n$, proved by induction on the number of lines with $s$ held fixed. `trace_lowering_mul_raising` splits off the top level and applies that sum. `lineStrength_le_central` completes the square, and `patterns` evaluates each line of the two examples.

The two diagonal products also lead to a neighbouring result, obtained here by hand and not stated in the file. Since $S(m)+S(m-1) = 2I(I+1)-2m^2$,

$$I_z^2 + \tfrac12(I_+I_- + I_-I_+) = I(I+1)\,\mathbb{1}.$$

Taking the trace and inserting the sum rule gives $\mathrm{Tr}(I_z^2) = \tfrac13 I(I+1)(2I+1)$.
